# If every cluster energy is additive over two fragment groups, so is every truncated many-body expansion

Take two fragments, $a$ and $b$, and let $E$ assign an energy to each set of fragments. Their two-body increment is

$$D(\{a,b\}) = E(\{a,b\}) - E(\{a\}) - E(\{b\}) + E(\varnothing).$$

Suppose that the fragments do not interact and that the method used gives additive energies for them, so that $E = E_a + E_b$, where $E_a$ depends only on whether $a$ is present and $E_b$ only on whether $b$ is. In the $E_a$ part, the terms with $b$ cancel those without it: $E_a(\{a,b\})$ against $E_a(\{a\})$, and $E_a(\{b\})$ against $E_a(\varnothing)$. The $E_b$ part cancels in the same way, so the increment is zero. Larger clusters behave alike, because a fragment that leaves an energy unchanged removes its increment.

## Vanishing mixed increments and additive truncations

A cluster $S$ is a finite set of fragments, with $|S|$ members. Its increment and its $n$-body energy are

$$D(S)=\sum_{T\subseteq S}(-1)^{|S|+|T|}E(T),\qquad E_n(S)=\sum_{T\subseteq S,\ |T|\le n}D(T).$$

Let $A$ and $B$ be disjoint groups with $E(S)=E(S\cap A)+E(S\cap B)$ for every cluster $S$. This condition models groups that do not interact, treated by a method whose energies are then additive. Then $D(S)=0$ whenever $S$ meets both groups, and for all $n$ and $S$

$$E_n(S)=E_n(S\cap A)+E_n(S\cap B).$$

## Screening and separated-fragment checks in fragment codes

If a system consists of two distant groups and the underlying method gives additive energies in the non-interacting limit, skipping the increments that span both groups is exact in that limit, by the first statement; at finite distance it is an approximation whose error the statement does not bound. If further fragments interact with both groups, increments that contain them as well as members of both groups need not vanish. For such a method, the second statement gives the expected outcome, in the same limit, of a check that compares a run on two separated groups with the sum of two separate runs. For electronic-structure fragment methods, the result says that truncation introduces no size-consistency error of its own, provided that the underlying energies are exactly additive for every subcluster. Truncated configuration interaction generally fails this condition even for non-interacting groups.

## From one added fragment to the whole expansion

**Adding a fragment.** Let $a\notin S$ and write $E^a(T)=E(T\cup\{a\})$. Every subset of $S\cup\{a\}$ is either $T$ or $T\cup\{a\}$ with $T\subseteq S$. Their signs are $(-1)^{|S|+1+|T|}$ and $(-1)^{|S|+|T|+2}$, hence

$$D_E(S\cup\{a\})=D_{E^a}(S)-D_E(S),$$

where the subscript names the energy being expanded.

**A spectator.** If $b\in S$ and $E^b=E$, apply this recursion to $S\setminus\{b\}$. The two terms on the right are equal, so $D_E(S)=0$.

**Mixed clusters.** Write $E=E_A+E_B$ with $E_A(T)=E(T\cap A)$ and $E_B(T)=E(T\cap B)$. The increment is linear in the energy. If $S$ meets both groups, it contains some $b\in B$, which is not in $A$ and is a spectator for $E_A$. It also contains some $a\in A$, a spectator for $E_B$. Both parts vanish.

**Truncation.** Sort the subsets $T\subseteq S$ with $|T|\le n$. Those inside $A$ are the subsets of $S\cap A$, and they sum to $E_n(S\cap A)$; likewise for $B$. Those inside neither group have zero increment: such a $T$ contains a fragment outside $A$ and one outside $B$, which are spectators as before. Only the empty set is counted twice. Additivity at $S=\varnothing$ gives $E(\varnothing)=2E(\varnothing)$, so $D(\varnothing)=E(\varnothing)=0$ and the double counting is harmless.

**The full expansion.** For every energy, $\sum_{T\subseteq S}D_E(T)=E(S)$. This holds for $S=\varnothing$. If it holds for $S$ and all energies, then for $a\notin S$

$$\sum_{T\subseteq S\cup\{a\}}D_E(T)=\sum_{T\subseteq S}\bigl[D_E(T)+D_E(T\cup\{a\})\bigr]=\sum_{T\subseteq S}D_{E^a}(T)=E(S\cup\{a\}).$$

Thus $E_n(S)=E(S)$ once $n\ge|S|$.

**The converse.** Let $E(\varnothing)=0$, let all mixed increments vanish, and let $S\subseteq A\cup B$. A subset of $S$ inside neither group then meets both, so the sorting argument applies. Taking $n=|S|$ turns it into $E(S)=E(S\cap A)+E(S\cap B)$.

## Two dimers in numbers

Let fragments 0 and 1 bind with energy $-1$, let 2 and 3 do the same, and let nothing else contribute. All one-body increments are zero. The pair increments are $D(\{0,1\})=D(\{2,3\})=-1$, and the four mixed pairs give zero. For a mixed triple,

$$D(\{0,1,2\})=E(\{0,1,2\})-E(\{0,1\})=-1-(-1)=0,$$

with the zero terms omitted. The two-body energy of all four fragments is $-2$, the sum of $-1$ for each dimer. The one-body energy is $0=0+0$: size consistent, yet wrong by the whole binding energy.

## Additivity of the complete system alone is not enough

A tempting shortcut is to require additivity only for the complete system. Take $A=\{a,a'\}$, $B=\{b\}$ and $E(\varnothing)=0$. Let every cluster energy be additive over the groups except $E(\{a,b\})=E(\{a\})+E(\{b\})+x$, with $x\ne0$. The complete system is still additive, but $D(\{a,b\})=x$, and the two-body energy misses additivity by $x$. The three-body increment $-x$ repairs this only at the next order.

## The Lean file

```lean
import Mathlib

open Finset

namespace ManyBodyExpansion

noncomputable section

variable {ι : Type*} [DecidableEq ι]

/-- The many-body increment of a cluster `S`: the inclusion-exclusion sum of the energies
of all its subclusters. -/
def increment (E : Finset ι → ℝ) (S : Finset ι) : ℝ :=
  ∑ T ∈ S.powerset, (-1) ^ (S.card + T.card) * E T

/-- The `n`-body energy of a cluster `S`: the sum of the increments of all subclusters
with at most `n` fragments. -/
def truncated (E : Finset ι → ℝ) (n : ℕ) (S : Finset ι) : ℝ :=
  ∑ T ∈ S.powerset.filter (fun T => T.card ≤ n), increment E T

/-- The energy of every cluster is the energy of its part in `A` plus that of its part in `B`. -/
def Separable (E : Finset ι → ℝ) (A B : Finset ι) : Prop :=
  ∀ S, E S = E (S ∩ A) + E (S ∩ B)

/-- The increment of a cluster enlarged by a fragment `a` is the increment computed with `a`
always present minus the increment computed without it. -/
theorem increment_insert (E : Finset ι → ℝ) {a : ι} {S : Finset ι} (ha : a ∉ S) :
    increment E (insert a S) = increment (fun T => E (insert a T)) S - increment E S := by
  simp only [increment]
  rw [sum_powerset_insert ha, ← sum_add_distrib, ← sum_sub_distrib]
  refine sum_congr rfl fun T hT => ?_
  have haT : a ∉ T := fun h => ha (mem_powerset.mp hT h)
  rw [card_insert_of_notMem ha, card_insert_of_notMem haT]
  simp only [pow_add, pow_one]
  ring

/-- The two-body increment is the pair energy minus the two fragment energies, plus the
energy assigned to the empty cluster. -/
theorem increment_pair (E : Finset ι → ℝ) {i j : ι} (hij : i ≠ j) :
    increment E {i, j} = E {i, j} - E {i} - E {j} + E ∅ := by
  have h0 : ∀ F : Finset ι → ℝ, increment F ∅ = F ∅ := fun F => by simp [increment]
  have h1 : ∀ F : Finset ι → ℝ, increment F {j} = F {j} - F ∅ := fun F => by
    have h := increment_insert F (notMem_empty j)
    simpa only [h0, insert_empty_eq] using h
  have hi : i ∉ ({j} : Finset ι) := by simpa using hij
  rw [increment_insert E hi, h1, h1]
  simp only [insert_empty_eq]
  ring

/-- If adding a fragment `b` never changes the energy, the increment of every cluster
containing `b` vanishes. -/
theorem increment_eq_zero_of_spectator (E : Finset ι → ℝ) {b : ι} {S : Finset ι}
    (hb : b ∈ S) (h : ∀ T, E (insert b T) = E T) : increment E S = 0 := by
  have hE : (fun T => E (insert b T)) = E := funext h
  rw [← insert_erase hb, increment_insert E (notMem_erase b S), hE, sub_self]

/-- For a separable energy, the increment of a cluster contained in neither group vanishes. -/
theorem increment_eq_zero_of_not_subset {E : Finset ι → ℝ} {A B S : Finset ι}
    (h : Separable E A B) (hA : ¬ S ⊆ A) (hB : ¬ S ⊆ B) : increment E S = 0 := by
  -- the increment is linear in the energy
  have hsum : increment E S =
      increment (fun T => E (T ∩ A)) S + increment (fun T => E (T ∩ B)) S := by
    simp only [increment]
    rw [← sum_add_distrib]
    refine sum_congr rfl fun T _ => ?_
    rw [h T]
    ring
  -- each part has a spectator fragment in `S`
  obtain ⟨b, hbS, hbA⟩ := not_subset.mp hA
  obtain ⟨a, haS, haB⟩ := not_subset.mp hB
  rw [hsum, increment_eq_zero_of_spectator _ hbS
      (fun T => by simp only [insert_inter_of_notMem hbA]),
    increment_eq_zero_of_spectator _ haS
      (fun T => by simp only [insert_inter_of_notMem haB]), add_zero]

/-- If the increments of the empty cluster and of all subclusters lying in neither group
vanish, the `n`-body energy is additive over two disjoint groups. -/
theorem truncated_split {E : Finset ι → ℝ} {A B S : Finset ι} (n : ℕ)
    (hd : Disjoint A B) (h0 : increment E ∅ = 0)
    (hmix : ∀ T ⊆ S, ¬ T ⊆ A → ¬ T ⊆ B → increment E T = 0) :
    truncated E n S = truncated E n (S ∩ A) + truncated E n (S ∩ B) := by
  -- write each group's expansion as a restricted sum over subclusters of `S`
  have key : ∀ C : Finset ι, truncated E n (S ∩ C) =
      ∑ T ∈ S.powerset, if T ⊆ C then (if T.card ≤ n then increment E T else 0) else 0 := by
    intro C
    have hp : (S ∩ C).powerset = S.powerset.filter (fun T => T ⊆ C) := by
      ext T
      simp only [mem_powerset, mem_filter, subset_inter_iff]
    rw [truncated, hp, sum_filter, sum_filter]
  rw [key A, key B, truncated, sum_filter, ← sum_add_distrib]
  refine sum_congr rfl fun T hT => ?_
  by_cases hA : T ⊆ A <;> by_cases hB : T ⊆ B
  · -- only the empty cluster lies in both groups
    have hT0 : T = ∅ := eq_empty_of_forall_notMem fun x hx =>
      disjoint_left.mp hd (hA hx) (hB hx)
    subst hT0
    simp [h0]
  · simp [hA, hB]
  · simp [hA, hB]
  · simp [hA, hB, hmix T (mem_powerset.mp hT) hA hB]

/-- For an energy separable over disjoint groups `A` and `B`, the increment of every cluster
meeting both groups vanishes, and the many-body expansion truncated at any order is additive
over the two groups. -/
theorem size_consistency {E : Finset ι → ℝ} {A B : Finset ι}
    (hd : Disjoint A B) (h : Separable E A B) :
    (∀ S, (S ∩ A).Nonempty → (S ∩ B).Nonempty → increment E S = 0) ∧
    ∀ n S, truncated E n S = truncated E n (S ∩ A) + truncated E n (S ∩ B) := by
  constructor
  · rintro S ⟨a, ha⟩ ⟨b, hb⟩
    rw [mem_inter] at ha hb
    exact increment_eq_zero_of_not_subset h
      (fun hS => disjoint_left.mp hd (hS hb.1) hb.2)
      (fun hS => disjoint_left.mp hd ha.2 (hS ha.1))
  · intro n S
    have h0 : E ∅ = 0 := by
      have h1 := h ∅
      simp only [empty_inter] at h1
      linarith
    exact truncated_split n hd (by simp [increment, h0])
      (fun T _ hA hB => increment_eq_zero_of_not_subset h hA hB)

/-- An expansion whose order is at least the number of fragments reproduces the exact energy. -/
theorem truncated_eq_energy (E : Finset ι → ℝ) {n : ℕ} {S : Finset ι} (hn : S.card ≤ n) :
    truncated E n S = E S := by
  have full : ∀ F : Finset ι → ℝ, ∑ T ∈ S.powerset, increment F T = F S := by
    clear hn
    induction S using Finset.induction_on with
    | empty => intro F; simp [increment]
    | insert a S ha ih =>
      intro F
      rw [sum_powerset_insert ha, ← sum_add_distrib]
      -- the recursion absorbs the new fragment into the energy functional
      have hstep : ∀ T ∈ S.powerset, increment F T + increment F (insert a T) =
          increment (fun U => F (insert a U)) T := by
        intro T hT
        rw [increment_insert F (fun h => ha (mem_powerset.mp hT h))]
        ring
      rw [sum_congr rfl hstep]
      exact ih _
  rw [truncated, filter_true_of_mem
    (fun T hT => (card_le_card (mem_powerset.mp hT)).trans hn)]
  exact full E

/-- Conversely, if the empty cluster has zero energy and all increments meeting both disjoint
groups vanish, the energy of any cluster of fragments from `A` and `B` is additive. -/
theorem energy_additive_of_increments {E : Finset ι → ℝ} {A B S : Finset ι}
    (hd : Disjoint A B) (h0 : E ∅ = 0) (hS : S ⊆ A ∪ B)
    (hmix : ∀ T, (T ∩ A).Nonempty → (T ∩ B).Nonempty → increment E T = 0) :
    E S = E (S ∩ A) + E (S ∩ B) := by
  have key := truncated_split (E := E) (S := S) S.card hd (by simp [increment, h0])
    (fun T hT hA hB => by
      obtain ⟨b, hbT, hbA⟩ := not_subset.mp hA
      obtain ⟨a, haT, haB⟩ := not_subset.mp hB
      have hb := (mem_union.mp (hS (hT hbT))).resolve_left hbA
      have ha := (mem_union.mp (hS (hT haT))).resolve_right haB
      exact hmix T ⟨a, mem_inter.mpr ⟨haT, ha⟩⟩ ⟨b, mem_inter.mpr ⟨hbT, hb⟩⟩)
  rwa [truncated_eq_energy E (le_refl S.card),
    truncated_eq_energy E (card_le_card (inter_subset_left (s₁ := S) (s₂ := A))),
    truncated_eq_energy E (card_le_card (inter_subset_left (s₁ := S) (s₂ := B)))] at key

/-- Four fragments in which the pairs 0, 1 and 2, 3 each contribute a binding energy of
one unit when both partners are present. -/
def twoDimers (S : Finset (Fin 4)) : ℝ :=
  (if 0 ∈ S ∧ 1 ∈ S then -1 else 0) + (if 2 ∈ S ∧ 3 ∈ S then -1 else 0)

/-- The two dimers are disjoint groups with separable energy, and the two-body increment
of the first dimer is minus one. -/
theorem twoDimers_witness :
    Disjoint ({0, 1} : Finset (Fin 4)) {2, 3} ∧ Separable twoDimers {0, 1} {2, 3} ∧
      increment twoDimers {0, 1} = -1 := by
  refine ⟨by decide, fun S => by simp [twoDimers], ?_⟩
  rw [increment_pair _ (by decide)]
  simp [twoDimers]

end

end ManyBodyExpansion
```

```lean
#print axioms ManyBodyExpansion.size_consistency
-- 'ManyBodyExpansion.size_consistency' depends on axioms: [propext, Classical.choice, Quot.sound]
#print axioms ManyBodyExpansion.energy_additive_of_increments
-- 'ManyBodyExpansion.energy_additive_of_increments' depends on axioms: [propext, Classical.choice, Quot.sound]
```

## What the theorems cover, and how the proofs run

Fragments are elements of an arbitrary type `ι`, clusters are of type `Finset ι`, and `E : Finset ι → ℝ` is any real function of the cluster. `increment` is $D$, and `truncated E n S` is $E_n(S)$. The sign exponent is a sum of cardinalities, which has the same parity as their difference and avoids subtracting natural numbers. `Separable E A B` is the additivity condition for all clusters, including those with fragments outside $A\cup B$; such fragments therefore contribute no energy.

The main theorem, `size_consistency`, takes disjointness and separability and returns both conclusions, the second for every order, including zero.

- `increment_insert` is the recursion. `sum_powerset_insert` splits the subsets by whether they contain `a`, and `ring` settles the signs. `increment_pair` applies it to obtain the two-body formula.
- `increment_eq_zero_of_spectator` removes `b` from the cluster, reinserts it and subtracts equal terms.
- `increment_eq_zero_of_not_subset` proves linearity as `hsum`, then finds a spectator for each part. It assumes that the cluster lies in neither group, and needs no disjointness.
- `truncated_split` writes both group expansions as conditional sums over subsets of `S`. Its two `by_cases` splits give the four classes: in both groups (only the empty set), in `A` alone, in `B` alone, and in neither.
- `truncated_eq_energy` is the induction for the full expansion. Its inner claim `full` ranges over all energies `F`, because the step replaces the energy by the one with the new fragment present.
- `energy_additive_of_increments` is the converse, and `twoDimers_witness` confirms that the dimer energy is separable, with increment $-1$ inside the first dimer.

The theorems concern exact real arithmetic and a given energy function. They derive no additivity from a Hamiltonian, and they give no error bound for groups that still interact weakly, as molecules at finite distance usually do. Nor do they estimate how close a low-order truncation comes to $E(S)$. In an embedded calculation, a cluster's energy may depend on charges or densities taken from the other group; separability must then be established for the embedded energies themselves.
